# Reducing det(1 − GV) to the sites where the perturbation V acts

Let G be the Green function of a host with one orbital per site. For a defect V on three sites of a 10 000-site lattice, det(1 − GV) is a 10 000 × 10 000 determinant at every energy. Cutting the matrices down to a few sites without checking where V acts can give a wrong answer: in a two-site example below, with a non-Hermitian V, the full determinant is 0 and the truncated one is 1. Let G_C and V_C be the blocks of G and V between the sites of a chosen cluster C. The truncation to these blocks is exact when both the rows and the columns of V vanish outside C:

det(1 − GV) = det(1 − G_C V_C).

For a non-interacting, finite tight-binding model, this turns the search for defect levels away from the host spectrum into a search for the zeros of a determinant of the size of the defect. The block G_C still has to be obtained from the whole host.

## Sites, blocks and the host Green function

The sites form a finite type `n`, and the entries lie in a commutative ring `R`, or in a field `K` where eigenvectors are needed.

In Lean 4 with Mathlib:

```lean
import Mathlib

open Matrix

namespace LloydClusterReduction

noncomputable section

variable {n R K : Type*} [Fintype n] [DecidableEq n] [CommRing R] [Field K]
```

The cluster C is a finite set of sites. The block A_C keeps the entries A_ij with i and j in C.

```lean
/-- The block of a matrix `A` whose two site indices both lie in the cluster `C`. -/
def clusterBlock (C : Finset n) (A : Matrix n n R) : Matrix C C R :=
  A.submatrix (fun i => i.1) (fun i => i.1)
```

`SupportedOn C V` says that V_ij = 0 unless both i and j lie in C. A changed hopping between two sites therefore puts both of them in C.

```lean
/-- The perturbation `V` has no entries except between sites of the cluster `C`. -/
def SupportedOn (C : Finset n) (V : Matrix n n R) : Prop :=
  ∀ i j, ¬(i ∈ C ∧ j ∈ C) → V i j = 0
```

The host Green function is G(z) = (z − H)⁻¹. Writing z times the identity presumes an orthonormal basis, with no overlap matrix.

```lean
/-- The host Green function `(z - H)⁻¹`. -/
def green (H : Matrix n n R) (z : R) : Matrix n n R :=
  (z • (1 : Matrix n n R) - H)⁻¹
```

## No columns of V outside the cluster

Physically, V acts only on the amplitudes at cluster sites. By hand, for j ∉ C,

(GV)_ij = Σ_k G_ik V_kj = 0,

so M = GV also has no columns outside C. Let P hold the columns of M that belong to C, and let Q hold the rows of the identity that belong to C. Then

(PQ)_ij = Σ_{c∈C} M_ic δ_cj = M_ij,

where both sides vanish if j ∉ C. In the other order, QP = M_C. Eliminating either diagonal block of the block matrix with rows (1, P) and (Q, 1) gives its determinant as det(1 − QP) or as det(1 − PQ). Hence

det(1 − M) = det(1 − M_C).

In the proof, `h1` is PQ = M, `h2` is QP = M_C, and `Matrix.det_one_sub_mul_comm` exchanges the factors.

```lean
/-- If all columns of `M` outside the cluster vanish, then `det (1 - M)` is the determinant
of the cluster block of `1 - M`. -/
theorem det_one_sub_of_columns (C : Finset n) (M : Matrix n n R)
    (hM : ∀ i j, j ∉ C → M i j = 0) :
    det (1 - M) = det (1 - clusterBlock C M) := by
  -- `M` factors through the cluster
  have h1 : M.submatrix id (fun c : C => c.1) *
      (1 : Matrix n n R).submatrix (fun c : C => c.1) id = M := by
    ext i j
    simp only [Matrix.mul_apply, Matrix.submatrix_apply, id_eq, Matrix.one_apply]
    refine (Finset.sum_coe_sort C (fun k => M i k * if k = j then 1 else 0)).trans ?_
    by_cases hj : j ∈ C
    · simp [hj]
    · simp [hj, hM i j hj]
  -- the factors in the opposite order give the cluster block
  have h2 : (1 : Matrix n n R).submatrix (fun c : C => c.1) id *
      M.submatrix id (fun c : C => c.1) = clusterBlock C M := by
    ext i j
    simp [clusterBlock, Matrix.mul_apply, Matrix.one_apply]
  have h3 := Matrix.det_one_sub_mul_comm (M.submatrix id (fun c : C => c.1))
    ((1 : Matrix n n R).submatrix (fun c : C => c.1) id)
  rw [h1, h2] at h3
  exact h3
```

## No rows of V outside the cluster

Physically, V produces no amplitude outside C. This is used when the block of the product is split. For i, j ∈ C,

(GV)_ij = Σ_k G_ik V_kj = Σ_{k∈C} G_ik V_kj = (G_C V_C)_ij,

because V_kj = 0 for k ∉ C. `Finset.sum_subset` performs this restriction of the sum.

```lean
omit [DecidableEq n] in
/-- If all rows of `V` outside the cluster vanish, the cluster block of `G V` is the product
of the cluster blocks of `G` and `V`. -/
theorem clusterBlock_mul (C : Finset n) (G V : Matrix n n R)
    (hV : ∀ i j, i ∉ C → V i j = 0) :
    clusterBlock C (G * V) = clusterBlock C G * clusterBlock C V := by
  ext i j
  simp only [clusterBlock, Matrix.submatrix_apply, Matrix.mul_apply]
  refine Eq.trans ?_ (Finset.sum_coe_sort C (fun k => G i.1 k * V k j.1)).symm
  symm
  apply Finset.sum_subset (Finset.subset_univ C)
  intro k _ hk
  rw [hV k j.1 hk, mul_zero]
```

The main theorem uses both halves of `SupportedOn`: the row half to rewrite G_C V_C as (GV)_C, and the column half to apply the previous determinant identity. Nothing is assumed about G, which need not be a Green function. If C is empty, V is zero and both determinants are 1.

```lean
/-- Cluster reduction of the Lloyd determinant: for a perturbation `V` confined to the
cluster `C`, `det (1 - G V)` equals the determinant of `1 - G_C V_C`. -/
theorem lloyd_cluster_reduction (C : Finset n) (G V : Matrix n n R)
    (hV : SupportedOn C V) :
    det (1 - G * V) = det (1 - clusterBlock C G * clusterBlock C V) := by
  rw [← clusterBlock_mul C G V (fun i j hi => hV i j (fun h => hi h.1))]
  apply det_one_sub_of_columns
  intro i j hj
  rw [Matrix.mul_apply]
  refine Finset.sum_eq_zero fun k _ => ?_
  rw [hV k j (fun h => hj h.2), mul_zero]
```

For a Hermitian V, either half implies the other. A general V needs both, as the last example shows for a missing row condition.

## An energy off the host spectrum

The condition that det(z − H) is a unit means, over a field, that z is not an eigenvalue of the host. It lets the host factor out:

z − H − V = (z − H)(1 − G(z)V),

since (z − H)G(z) = 1. Taking determinants and reducing the second factor gives

det(z − H − V) = det(z − H) det(1 − G_C(z) V_C).

In the proof, `key` is the matrix factorisation, and `Matrix.mul_nonsing_inv` is where `hz` enters.

```lean
/-- Where `z - H` is invertible and `V` is confined to the cluster `C`, the secular determinant of
the perturbed system is that of the host times the cluster determinant built from the host Green
function. -/
theorem secular_det_factorisation (C : Finset n) (H V : Matrix n n R) (z : R)
    (hz : IsUnit (det (z • (1 : Matrix n n R) - H))) (hV : SupportedOn C V) :
    det (z • (1 : Matrix n n R) - (H + V)) =
      det (z • (1 : Matrix n n R) - H) *
        det (1 - clusterBlock C (green H z) * clusterBlock C V) := by
  -- pull the host factor out of `z - H - V`
  have key : z • (1 : Matrix n n R) - (H + V) =
      (z • (1 : Matrix n n R) - H) * (1 - green H z * V) := by
    rw [mul_sub, mul_one, ← mul_assoc, green, Matrix.mul_nonsing_inv _ hz, one_mul]
    abel
  rw [key, Matrix.det_mul, lloyd_cluster_reduction C _ V hV]
```

At a host eigenvalue the Green function does not exist. A host eigenstate that vanishes on C is also untouched by V and keeps its energy, so such levels have to be found separately.

For Hermitian H and V, Lloyd's formula obtains the change in the integrated density of states from the phase of det(1 − G(z)V), with z just above the real axis. This is why the docstrings call det(1 − GV) the Lloyd determinant. The theorems treat the determinant at a fixed z, with no logarithm and no limit in energy.

## Scalars in a field

Over a field, a square matrix has determinant zero exactly when it annihilates some nonzero vector. Since det(z − H) ≠ 0, the factorisation then gives

(H + V)ψ = zψ for some ψ ≠ 0 ⇔ det(1 − G_C(z) V_C) = 0.

The proof cancels the host factor and applies `Matrix.exists_mulVec_eq_zero_iff`. Over a general commutative ring the equivalence can fail: modulo 4, the 1 × 1 matrix 2 annihilates the nonzero vector 2, yet its determinant is not zero.

```lean
/-- For `z` outside the host spectrum and `V` confined to the cluster `C`, the perturbed Hamiltonian
`H + V` has an eigenvector with eigenvalue `z` exactly when the cluster determinant vanishes. -/
theorem eigenvalue_iff_cluster_det (C : Finset n) (H V : Matrix n n K) (z : K)
    (hz : det (z • (1 : Matrix n n K) - H) ≠ 0) (hV : SupportedOn C V) :
    (∃ ψ : n → K, ψ ≠ 0 ∧ (H + V) *ᵥ ψ = z • ψ) ↔
      det (1 - clusterBlock C (green H z) * clusterBlock C V) = 0 := by
  have h : det (z • (1 : Matrix n n K) - (H + V)) = 0 ↔
      det (1 - clusterBlock C (green H z) * clusterBlock C V) = 0 := by
    rw [secular_det_factorisation C H V z (isUnit_iff_ne_zero.mpr hz) hV, mul_eq_zero,
      or_iff_right hz]
  rw [← h, ← Matrix.exists_mulVec_eq_zero_iff]
  refine exists_congr fun ψ => and_congr_right fun _ => ?_
  rw [Matrix.sub_mulVec, Matrix.smul_mulVec, Matrix.one_mulVec, sub_eq_zero]
  exact eq_comm
```

In a calculation, one can solve (z − H)X = E_C, where E_C holds the identity columns for C, and keep the rows of X in C. That is G_C(z). This linear system has the size of the host and changes with z. The small determinant is then, in NumPy,

`np.linalg.det(np.eye(len(C)) - GC @ VC)`

and its zeros in z are the defect levels off the host spectrum. Another V on the same cluster can use the same G_C(z).

## One impurity site, or two distinct ones

For an on-site potential u that vanishes except at a, the cluster matrix is 1 × 1. With G = G(z), a level off the host spectrum satisfies G_aa(z) u_a = 1.

```lean
/-- For an on-site potential `u` that acts on the single site `a`, the Lloyd determinant is
`1 - G_aa u_a`. -/
theorem single_impurity (G : Matrix n n R) (u : n → R) (a : n)
    (hu : ∀ i, i ≠ a → u i = 0) :
    det (1 - G * diagonal u) = 1 - G a a * u a := by
  rw [det_one_sub_of_columns {a} (G * diagonal u) (fun i j hj => by
    rw [Matrix.mul_diagonal, hu j (by simpa using hj), mul_zero])]
  have : Subsingleton ({a} : Finset n) :=
    ⟨fun x y => Subtype.ext
      ((Finset.mem_singleton.mp x.2).trans (Finset.mem_singleton.mp y.2).symm)⟩
  rw [Matrix.det_eq_elem_of_subsingleton _ (⟨a, Finset.mem_singleton_self a⟩ : ({a} : Finset n))]
  simp only [Matrix.sub_apply, Matrix.one_apply_eq, clusterBlock, Matrix.submatrix_apply,
    Matrix.mul_diagonal]
```

For two sites the cluster matrix has rows

(1 − G_aa u_a, −G_ab u_b)

(−G_ba u_a, 1 − G_bb u_b),

and its determinant is

(1 − G_aa u_a)(1 − G_bb u_b) − G_ab G_ba u_a u_b.

The last term describes propagation from one impurity to the other and back. The proof labels the sites 0 and 1 and expands the 2 × 2 determinant. The hypothesis a ≠ b prevents double counting: with a = b the expression would be 1 − 2G_aa u_a instead of 1 − G_aa u_a.

```lean
/-- For an on-site potential `u` that acts on two sites `a` and `b`, the Lloyd determinant is
the product of the two single-site factors minus a term with the propagators `G_ab` and `G_ba`. -/
theorem two_impurities (G : Matrix n n R) (u : n → R) (a b : n) (hab : a ≠ b)
    (hu : ∀ i, i ≠ a → i ≠ b → u i = 0) :
    det (1 - G * diagonal u) =
      (1 - G a a * u a) * (1 - G b b * u b) - G a b * G b a * (u a * u b) := by
  rw [det_one_sub_of_columns {a, b} (G * diagonal u) (fun i j hj => by
    have hj' : j ≠ a ∧ j ≠ b := by simpa using hj
    rw [Matrix.mul_diagonal, hu j hj'.1 hj'.2, mul_zero])]
  -- label the two cluster sites by 0 and 1
  let f : Fin 2 → ({a, b} : Finset n) := ![⟨a, by simp⟩, ⟨b, by simp⟩]
  have hf : Function.Bijective f := by
    constructor
    · intro i j h
      have h' := congrArg Subtype.val h
      fin_cases i <;> fin_cases j
      · rfl
      · exact absurd h' hab
      · exact absurd h' hab.symm
      · rfl
    · rintro ⟨x, hx⟩
      have hx' : x = a ∨ x = b := by simpa using hx
      rcases hx' with h | h
      · exact ⟨0, Subtype.ext h.symm⟩
      · exact ⟨1, Subtype.ext h.symm⟩
  have e0 : Equiv.ofBijective f hf 0 = ⟨a, by simp⟩ := rfl
  have e1 : Equiv.ofBijective f hf 1 = ⟨b, by simp⟩ := rfl
  rw [← Matrix.det_submatrix_equiv_self (Equiv.ofBijective f hf), Matrix.det_fin_two]
  simp only [Matrix.submatrix_apply, e0, e1, Matrix.sub_apply, clusterBlock,
    Matrix.one_apply, Matrix.mul_diagonal, Subtype.mk.injEq, hab, hab.symm, if_true, if_false]
  ring
```

## A one-way hop out of the cluster

Take C = {0}, let G exchange the two sites, and let the only nonzero entry of V be V_10 = 1. This V is not Hermitian, so it is an algebraic test case: added to a Hermitian H, it gives an H + V that is not Hermitian. Column 1 of V vanishes but row 1 does not, so V carries amplitude out of C and G brings it back. Then GV has the single nonzero entry (GV)_00 = 1, and det(1 − GV) = 0. The block V_C is zero, so the cluster determinant is 1.

```lean
/-- A two-site example in which only the columns of `V` are confined to the cluster `{0}`:
the full determinant is 0 while the cluster determinant is 1. -/
theorem column_support_insufficient :
    (∀ i j, j ∉ ({0} : Finset (Fin 2)) → (!![0, 0; 1, 0] : Matrix (Fin 2) (Fin 2) ℤ) i j = 0) ∧
    det (1 - !![0, 1; 1, 0] * !![0, 0; 1, 0] : Matrix (Fin 2) (Fin 2) ℤ) = 0 ∧
    det (1 - clusterBlock {0} (!![0, 1; 1, 0] : Matrix (Fin 2) (Fin 2) ℤ) *
      clusterBlock {0} (!![0, 0; 1, 0] : Matrix (Fin 2) (Fin 2) ℤ)) = 1 := by
  refine ⟨?_, ?_, ?_⟩
  · intro i j hj
    fin_cases i <;> fin_cases j <;> simp_all
  · simp [Matrix.det_fin_two]
  · -- the cluster block of `V` is zero
    have h : clusterBlock {0} (!![0, 0; 1, 0] : Matrix (Fin 2) (Fin 2) ℤ) = 0 := by
      ext i j
      have hi : i.1 = 0 := Finset.mem_singleton.mp i.2
      have hj : j.1 = 0 := Finset.mem_singleton.mp j.2
      simp [clusterBlock, hi, hj]
    rw [h, mul_zero, sub_zero, Matrix.det_one]

end

end LloydClusterReduction
```

```lean
#print axioms LloydClusterReduction.lloyd_cluster_reduction
#print axioms LloydClusterReduction.eigenvalue_iff_cluster_det
#print axioms LloydClusterReduction.two_impurities
#print axioms LloydClusterReduction.column_support_insufficient
```

```
'LloydClusterReduction.lloyd_cluster_reduction' depends on axioms: [propext, Classical.choice, Quot.sound]
'LloydClusterReduction.eigenvalue_iff_cluster_det' depends on axioms: [propext, Classical.choice, Quot.sound]
'LloydClusterReduction.two_impurities' depends on axioms: [propext, Classical.choice, Quot.sound]
'LloydClusterReduction.column_support_insufficient' depends on axioms: [propext, Classical.choice, Quot.sound]
```
